# At real energy, moving a Hermitian lead layer into the device leaves the Caroli trace unchanged

A transport calculation that attaches leads to a device through self-energies draws a line between device and lead. If the transmission depended on where that line was drawn, a computed conductance would partly measure the bookkeeping. For non-interacting electrons and finite matrices, the theorem below excludes this when one lead layer changes sides, provided that the layer Hamiltonian is Hermitian and the energy real. The Hamiltonian matrix elements must stay the same, the rest of that lead must couple only to the layer, and the opposite lead only to the device.

In Lean 4 with Mathlib:

```lean
import Mathlib

open Matrix

namespace PartitionIndependence

noncomputable section

variable {n m : Type*} [Fintype n] [DecidableEq n] [Fintype m] [DecidableEq m]
```

The index types `n` and `m` label the device orbitals and the layer orbitals. Both are finite and otherwise arbitrary.

```lean
/-- `G` is the Green function at real energy `E` for the Hamiltonian `H` and the
self-energy `S`: it solves `(E - H - S) G = 1`. -/
def IsGreen (E : ℝ) (H S G : Matrix n n ℂ) : Prop :=
  ((E : ℂ) • (1 : Matrix n n ℂ) - H - S) * G = 1
```

`IsGreen E H S G` is a statement about four given objects:

(E − H − S) G = 1

The energy `E` is real by its type and multiplies the identity, so the basis is orthonormal. `H` and `S` may be any square matrices.

```lean
/-- The broadening matrix `i (S - Sᴴ)`. -/
def broadening (S : Matrix n n ℂ) : Matrix n n ℂ := Complex.I • (S - Sᴴ)
```

Write B(S) = i(S − Sᴴ), where ᴴ is the conjugate transpose. A level with S = −iγ/2 and γ real has broadening γ.

```lean
/-- The Caroli trace `Tr (ΓL G ΓR Gᴴ)`. -/
def caroli (ΓL G ΓR : Matrix n n ℂ) : ℂ := (ΓL * G * ΓR * Gᴴ).trace
```

With contact broadenings inserted, Tr(ΓL G ΓR Gᴴ) is the transmission of non-interacting electrons.

```lean
/-- The self-energy `V g Vᴴ` that a lead layer with Green function `g` induces on the device. -/
def layerSelfEnergy (V : Matrix n m ℂ) (g : Matrix m m ℂ) : Matrix n n ℂ := V * g * Vᴴ
```

The layer, with Green function g, acts on the device through the self-energy V g Vᴴ. The coupling V is rectangular.

```lean
/-- The Hamiltonian of the device together with one lead layer, coupled by `V`. -/
def extendedHamiltonian (HD : Matrix n n ℂ) (V : Matrix n m ℂ) (H0 : Matrix m m ℂ) :
    Matrix (n ⊕ m) (n ⊕ m) ℂ := fromBlocks HD V Vᴴ H0
```

Here the layer is counted as device. `n ⊕ m` is the combined list of orbitals, and `fromBlocks` fills the matrix in the order top left, top right, bottom left, bottom right.

```lean
/-- The block matrix built from the device Green function `G`, the coupling `V` and the
layer Green function `g`, with device-layer block `G V g`. -/
def extendedGreen (V : Matrix n m ℂ) (g : Matrix m m ℂ) (G : Matrix n n ℂ) :
    Matrix (n ⊕ m) (n ⊕ m) ℂ :=
  fromBlocks G (G * V * g) (g * Vᴴ * G) (g + g * Vᴴ * G * V * g)
```

This is a candidate for the extended Green function. Its device-layer block, G V g, reads from right to left: propagate in the layer, hop, propagate in the device.

```lean
/-- The Green function at a given energy, Hamiltonian and self-energy is unique. -/
theorem green_unique {E : ℝ} {H S X Y : Matrix n n ℂ}
    (hX : IsGreen E H S X) (hY : IsGreen E H S Y) : X = Y := by
  unfold IsGreen at hX hY
  have h := mul_eq_one_comm.mp hX
  calc X = X * (((E : ℂ) • (1 : Matrix n n ℂ) - H - S) * Y) := by rw [hY, Matrix.mul_one]
    _ = Y := by rw [← Matrix.mul_assoc, h, Matrix.one_mul]
```

In this theorem the assumptions `hX` and `hY` stand in brackets, the claim `X = Y` follows the colon after them, and the proof comes after `:=`. Let A = E − H − S. For finite square matrices AX = 1 implies XA = 1, which is `mul_eq_one_comm`. Hence

X = X(AY) = (XA)Y = Y

```lean
/-- The anti-Hermitian part of a Green function comes from those of the self-energy and of
the Hamiltonian: `i (g - gᴴ) = g (i (S - Sᴴ) + i (H - Hᴴ)) gᴴ`. -/
theorem green_spectral {E : ℝ} {H S g : Matrix n n ℂ} (hg : IsGreen E H S g) :
    broadening g = g * (broadening S + broadening H) * gᴴ := by
  obtain ⟨A, hA⟩ : ∃ A, A = (E : ℂ) • (1 : Matrix n n ℂ) - H - S := ⟨_, rfl⟩
  rw [IsGreen, ← hA] at hg
  have h1 : g * A = 1 := mul_eq_one_comm.mp hg
  have h2 : Aᴴ * gᴴ = 1 := by rw [← conjTranspose_mul, h1, conjTranspose_one]
  have hAH : Aᴴ = (E : ℂ) • (1 : Matrix n n ℂ) - Hᴴ - Sᴴ := by
    rw [hA]
    simp [conjTranspose_sub, conjTranspose_smul]
  -- the real energy cancels between the kernel and its adjoint
  have hB : broadening S + broadening H = Complex.I • (Aᴴ - A) := by
    rw [hAH, hA]
    unfold broadening
    module
  rw [hB]
  calc broadening g = Complex.I • (g * (Aᴴ * gᴴ) - (g * A) * gᴴ) := by
        rw [h1, h2, Matrix.mul_one, Matrix.one_mul, broadening]
    _ = g * (Complex.I • (Aᴴ - A)) * gᴴ := by
        simp only [Matrix.mul_smul, Matrix.smul_mul, Matrix.mul_sub, Matrix.sub_mul,
          Matrix.mul_assoc]
```

With the same A, gA = 1 and Aᴴgᴴ = 1, so

g − gᴴ = g Aᴴ gᴴ − g A gᴴ = g(Aᴴ − A)gᴴ

Because E is real, it cancels in the difference:

Aᴴ − A = (S − Sᴴ) + (H − Hᴴ)

Multiplying by i gives the claim. The step `hB` is the second equation, and the final `calc` is the first.

```lean
omit [Fintype n] [DecidableEq n] in
/-- The broadening of the device by the layer is the sum of `i (S' - S'ᴴ)` and `i (H0 - H0ᴴ)`,
multiplied by `V g` on the left and by its adjoint on the right. -/
theorem layer_broadening {E : ℝ} {H0 S' g : Matrix m m ℂ} (V : Matrix n m ℂ)
    (hg : IsGreen E H0 S' g) :
    broadening (layerSelfEnergy V g)
      = V * (g * (broadening S' + broadening H0) * gᴴ) * Vᴴ := by
  rw [← green_spectral hg]
  simp only [broadening, layerSelfEnergy, conjTranspose_mul, conjTranspose_conjTranspose,
    Matrix.mul_smul, Matrix.smul_mul, Matrix.mul_sub, Matrix.sub_mul, Matrix.mul_assoc]
```

Taking V and Vᴴ outside and applying the previous theorem gives

B(V g Vᴴ) = V B(g) Vᴴ = V g (B(S') + B(H0)) gᴴ Vᴴ

```lean
/-- The block matrix `extendedGreen V g G` is the Green function of the device extended by
the lead layer. -/
theorem extended_green {E : ℝ} {HD SL G : Matrix n n ℂ} {H0 S' g : Matrix m m ℂ}
    {V : Matrix n m ℂ} (hg : IsGreen E H0 S' g)
    (hG : IsGreen E HD (SL + layerSelfEnergy V g) G) :
    IsGreen E (extendedHamiltonian HD V H0) (fromBlocks SL 0 0 S') (extendedGreen V g G) := by
  obtain ⟨K, hK⟩ : ∃ K, K = (E : ℂ) • (1 : Matrix n n ℂ) - HD - SL := ⟨_, rfl⟩
  obtain ⟨A, hA⟩ : ∃ A, A = (E : ℂ) • (1 : Matrix m m ℂ) - H0 - S' := ⟨_, rfl⟩
  have hM : (E : ℂ) • (1 : Matrix (n ⊕ m) (n ⊕ m) ℂ) - extendedHamiltonian HD V H0
      - fromBlocks SL 0 0 S' = fromBlocks K (-V) (-Vᴴ) A := by
    rw [hK, hA]
    ext i j
    rcases i with i | i <;> rcases j with j | j <;>
      simp [extendedHamiltonian, Matrix.one_apply]
  rw [IsGreen, ← hA] at hg
  rw [IsGreen, ← sub_sub, ← hK, Matrix.sub_mul, sub_eq_iff_eq_add, layerSelfEnergy] at hG
  -- the four blocks of the resolvent equation
  have h11 : K * G + (-V) * (g * Vᴴ * G) = 1 := by
    rw [hG]
    simp only [Matrix.neg_mul, Matrix.mul_assoc]
    abel
  have h12 : K * (G * V * g) + (-V) * (g + g * Vᴴ * G * V * g) = 0 := by
    have e : K * (G * V * g) = (K * G) * V * g := by simp only [Matrix.mul_assoc]
    rw [e, hG]
    simp only [Matrix.add_mul, Matrix.mul_add, Matrix.one_mul, Matrix.neg_mul,
      Matrix.mul_assoc]
    abel
  have h21 : (-Vᴴ) * G + A * (g * Vᴴ * G) = 0 := by
    have e : A * (g * Vᴴ * G) = (A * g) * (Vᴴ * G) := by simp only [Matrix.mul_assoc]
    rw [e, hg, Matrix.one_mul, Matrix.neg_mul]
    abel
  have h22 : (-Vᴴ) * (G * V * g) + A * (g + g * Vᴴ * G * V * g) = 1 := by
    have e : A * (g + g * Vᴴ * G * V * g) = A * g + (A * g) * (Vᴴ * G * V * g) := by
      simp only [Matrix.mul_add, Matrix.mul_assoc]
    rw [e, hg]
    simp only [Matrix.one_mul, Matrix.neg_mul, Matrix.mul_assoc]
    abel
  rw [IsGreen, hM, extendedGreen, fromBlocks_multiply, h11, h12, h21, h22, fromBlocks_one]
```

Let K = E − HD − SL and now A = E − H0 − S'. The matrix to invert has blocks K, −V, −Vᴴ, A. The assumptions say A g = 1 and K G = 1 + V g Vᴴ G. Multiplying by the candidate, block by block:

K G − V g Vᴴ G = 1

K G V g − V(g + g Vᴴ G V g) = (1 + V g Vᴴ G)V g − V g − V g Vᴴ G V g = 0

−Vᴴ G + A g Vᴴ G = 0

−Vᴴ G V g + A(g + g Vᴴ G V g) = −Vᴴ G V g + 1 + Vᴴ G V g = 1

These are `h11`, `h12`, `h21` and `h22`.

```lean
/-- For any layer Hamiltonian `H0`, the Caroli trace of the device is that of the extended
device plus a term in which `i (H0 - H0ᴴ)` acts as the broadening of the layer. -/
theorem caroli_balance {E : ℝ} {HD SL G : Matrix n n ℂ} {H0 S' g : Matrix m m ℂ}
    {V : Matrix n m ℂ} {X : Matrix (n ⊕ m) (n ⊕ m) ℂ} (hg : IsGreen E H0 S' g)
    (hG : IsGreen E HD (SL + layerSelfEnergy V g) G)
    (hX : IsGreen E (extendedHamiltonian HD V H0) (fromBlocks SL 0 0 S') X) :
    caroli (broadening SL) G (broadening (layerSelfEnergy V g))
      = caroli (fromBlocks (broadening SL) 0 0 0) X (fromBlocks 0 0 0 (broadening S'))
        + caroli (fromBlocks (broadening SL) 0 0 0) X
            (fromBlocks 0 0 0 (broadening H0)) := by
  have trace_blocks : ∀ (a : Matrix n n ℂ) (b : Matrix n m ℂ) (c : Matrix m n ℂ)
      (d : Matrix m m ℂ), (fromBlocks a b c d).trace = a.trace + d.trace := by
    intro a b c d
    simp [Matrix.trace, Fintype.sum_sum_type]
  -- only the device-layer block of the extended Green function enters the trace
  have corner : ∀ Q : Matrix m m ℂ,
      caroli (fromBlocks (broadening SL) 0 0 0) X (fromBlocks 0 0 0 Q)
        = (broadening SL * (G * V * g) * Q * (G * V * g)ᴴ).trace := by
    intro Q
    rw [green_unique hX (extended_green hg hG), caroli, extendedGreen,
      fromBlocks_conjTranspose, fromBlocks_multiply, fromBlocks_multiply,
      fromBlocks_multiply, trace_blocks]
    simp only [Matrix.zero_mul, Matrix.mul_zero, add_zero, zero_add, trace_zero]
  rw [corner, corner, layer_broadening V hg, caroli, ← trace_add]
  simp only [conjTranspose_mul, Matrix.mul_add, Matrix.add_mul, Matrix.mul_assoc]
```

By uniqueness, X is the candidate. The left broadening sits only in the device block and the right one, Q, only in the layer block, so `corner` finds the extended trace to be

Tr(ΓL (G V g) Q (G V g)ᴴ), with ΓL = B(SL)

Inserting the layer broadening into the device trace gives this expression with Q = B(S') + B(H0), which splits into the two terms on the right.

In code, a numerical iη added to the energy in the layer amounts to replacing a Hermitian H0 by H0 − iη. Then B(H0 − iη) = 2η, and if the layer keeps its iη in both partitions, with the same S', the two traces differ by 2η Tr(ΓL G V g (G V g)ᴴ).

```lean
/-- Partition independence: for a Hermitian lead layer, the Caroli trace is the same whether
the layer is counted as part of the device or as part of the lead. -/
theorem partition_independence {E : ℝ} {HD SL G : Matrix n n ℂ} {H0 S' g : Matrix m m ℂ}
    {V : Matrix n m ℂ} {X : Matrix (n ⊕ m) (n ⊕ m) ℂ} (hH : H0.IsHermitian)
    (hg : IsGreen E H0 S' g) (hG : IsGreen E HD (SL + layerSelfEnergy V g) G)
    (hX : IsGreen E (extendedHamiltonian HD V H0) (fromBlocks SL 0 0 S') X) :
    caroli (fromBlocks (broadening SL) 0 0 0) X (fromBlocks 0 0 0 (broadening S'))
      = caroli (broadening SL) G (broadening (layerSelfEnergy V g)) := by
  have h0 : broadening H0 = 0 := by simp [broadening, hH.eq]
  rw [caroli_balance hg hG hX, h0]
  simp [caroli]
```

For Hermitian H0, B(H0) = 0 and the extra term vanishes. The self-energies `SL` and `S'` are given matrices, not derived from leads; the first acts only on the device, the second only on the layer. A transport code can be checked by running it with the boundary layer on either side, with the same Hamiltonian matrix elements in both runs, and comparing the transmissions. A self-consistent calculation may change those elements when the layer joins the device, and the theorem does not cover that case.

```lean
/-- One device level and one layer level, both at energy `1`, with unit coupling and outer
self-energies `-i`, satisfy all the relations at `E = 1`, and the Caroli trace is `1`. -/
theorem partition_independence_witness :
    (1 : Matrix (Fin 1) (Fin 1) ℂ).IsHermitian ∧
    IsGreen 1 1 !![-Complex.I] !![-Complex.I] ∧
    IsGreen 1 1 (!![-Complex.I] + layerSelfEnergy (1 : Matrix (Fin 1) (Fin 1) ℂ)
      !![-Complex.I]) !![-Complex.I / 2] ∧
    IsGreen 1 (extendedHamiltonian 1 (1 : Matrix (Fin 1) (Fin 1) ℂ) 1)
      (fromBlocks !![-Complex.I] 0 0 !![-Complex.I])
      (extendedGreen 1 !![-Complex.I] !![-Complex.I / 2]) ∧
    caroli (broadening !![-Complex.I]) !![-Complex.I / 2]
      (broadening (layerSelfEnergy (1 : Matrix (Fin 1) (Fin 1) ℂ) !![-Complex.I])) = 1 := by
  have hg : IsGreen 1 (1 : Matrix (Fin 1) (Fin 1) ℂ) !![-Complex.I] !![-Complex.I] := by
    unfold IsGreen
    ext i j
    fin_cases i
    fin_cases j
    norm_num [Matrix.mul_apply, Complex.ext_iff]
  have hG : IsGreen 1 1 (!![-Complex.I] + layerSelfEnergy (1 : Matrix (Fin 1) (Fin 1) ℂ)
      !![-Complex.I]) !![-Complex.I / 2] := by
    unfold IsGreen
    ext i j
    fin_cases i
    fin_cases j
    norm_num [layerSelfEnergy, Matrix.mul_apply, Complex.ext_iff]
  refine ⟨isHermitian_one, hg, hG, extended_green hg hG, ?_⟩
  norm_num [caroli, broadening, layerSelfEnergy, Matrix.trace, Matrix.mul_apply,
    Complex.ext_iff]

end

end PartitionIndependence
```

Here g = −i, V g Vᴴ = −i and G = −i/2. Both broadenings are 2, so the trace is 2 · ½ · 2 · ½ = 1.

The same numbers show what Hermiticity does. Take H0 = 1 − i and S' = 0 instead. Then g and G are unchanged and the device trace is still 1, but the extended trace is 0 because B(S') = 0. Absorption inside the layer had been counted as transmission into the lead.

```lean
#print axioms PartitionIndependence.partition_independence
```

```
'PartitionIndependence.partition_independence' depends on axioms: [propext, Classical.choice, Quot.sound]
```
